# For positive a and μ, the VMT exchange enhancement factor has exactly one maximiser on s ≥ 0

The VMT (Vela–Medel–Trickey) exchange enhancement factor is $F(s)=1+\mu s^2e^{-as^2}/(1+\mu s^2)$, where $s$ is the dimensionless reduced density gradient and $a,\mu$ are real parameters, both positive wherever the peak is discussed. The code calls this function `vmt a μ`, and writes `peakSq a μ` for the number $p=(\sqrt{1+4\mu/a}-1)/(2\mu)$ and `peak a μ` for $s_0=\sqrt p$.

```lean
import Mathlib

open Filter Topology Set

namespace VMTExchange

noncomputable section

/-- The VMT exchange enhancement factor as a function of the reduced gradient `s`. -/
def vmt (a μ s : ℝ) : ℝ := 1 + μ * s ^ 2 * Real.exp (-a * s ^ 2) / (1 + μ * s ^ 2)

/-- The closed formula for the square of the reduced gradient at the peak. -/
def peakSq (a μ : ℝ) : ℝ := (√(1 + 4 * μ / a) - 1) / (2 * μ)

/-- The reduced gradient at the peak, the square root of `peakSq`. -/
def peak (a μ : ℝ) : ℝ := √(peakSq a μ)

variable {a μ : ℝ}

/-- The squared peak position is positive and solves the stationarity equation
`a p (1 + μ p) = 1`. -/
theorem peakSq_spec (ha : 0 < a) (hμ : 0 < μ) :
    0 < peakSq a μ ∧ a * peakSq a μ * (1 + μ * peakSq a μ) = 1 := by
  have hpos : 0 < 4 * μ / a := by positivity
  have h1 : 1 < √(1 + 4 * μ / a) := by
    rw [Real.lt_sqrt (by norm_num)]
    linarith
  have hr : √(1 + 4 * μ / a) ^ 2 = 1 + 4 * μ / a := Real.sq_sqrt (by positivity)
  unfold peakSq
  generalize √(1 + 4 * μ / a) = r at h1 hr ⊢
  refine ⟨div_pos (by linarith) (by positivity), ?_⟩
  calc a * ((r - 1) / (2 * μ)) * (1 + μ * ((r - 1) / (2 * μ)))
      = a * (r ^ 2 - 1) / (4 * μ) := by
        field_simp
        ring
    _ = a * (4 * μ / a) / (4 * μ) := by rw [hr, add_sub_cancel_left]
    _ = 1 := by field_simp

/-- The slope of the VMT factor with respect to the reduced gradient. -/
theorem vmt_hasDerivAt (hμ : 0 < μ) (s : ℝ) :
    HasDerivAt (vmt a μ)
      (2 * μ * s * Real.exp (-a * s ^ 2) * (1 - a * s ^ 2 * (1 + μ * s ^ 2))
        / (1 + μ * s ^ 2) ^ 2) s := by
  have hne : 1 + μ * s ^ 2 ≠ 0 := by positivity
  have hq : HasDerivAt (fun t : ℝ => t ^ 2) (2 * s) s := by
    simpa using hasDerivAt_pow 2 s
  have hn : HasDerivAt (fun t : ℝ => μ * t ^ 2) (μ * (2 * s)) s := hq.const_mul μ
  have he : HasDerivAt (fun t : ℝ => Real.exp (-a * t ^ 2))
      (Real.exp (-a * s ^ 2) * (-a * (2 * s))) s := (hq.const_mul (-a)).exp
  have hd : HasDerivAt (fun t : ℝ => 1 + μ * t ^ 2) (μ * (2 * s)) s := hn.const_add 1
  have h := ((hn.fun_mul he).fun_div hd hne).const_add 1
  refine h.congr_deriv ?_
  ring

/-- The VMT factor strictly increases on `[0, peak]` and strictly decreases on `[peak, ∞)`. -/
theorem vmt_rises_then_falls (ha : 0 < a) (hμ : 0 < μ) :
    StrictMonoOn (vmt a μ) (Icc 0 (peak a μ)) ∧
      StrictAntiOn (vmt a μ) (Ici (peak a μ)) := by
  obtain ⟨hp, heq⟩ := peakSq_spec ha hμ
  -- the bracket in the slope factors through the stationarity equation
  have key : ∀ x : ℝ, 1 - a * x * (1 + μ * x)
      = a * (peakSq a μ - x) * (1 + μ * (peakSq a μ + x)) := by
    intro x
    linear_combination -heq
  constructor
  · refine strictMonoOn_of_deriv_pos (convex_Icc _ _)
      (fun s _ => (vmt_hasDerivAt hμ s).continuousAt.continuousWithinAt) ?_
    intro s hs
    rw [interior_Icc] at hs
    have hs0 : 0 < s := hs.1
    have hx : s ^ 2 < peakSq a μ := (Real.lt_sqrt hs0.le).1 hs.2
    have h2 : 0 < 1 - a * s ^ 2 * (1 + μ * s ^ 2) := by
      rw [key]
      exact mul_pos (mul_pos ha (sub_pos.2 hx)) (by positivity)
    rw [(vmt_hasDerivAt hμ s).deriv]
    exact div_pos (mul_pos (by positivity) h2) (by positivity)
  · refine strictAntiOn_of_deriv_neg (convex_Ici _)
      (fun s _ => (vmt_hasDerivAt hμ s).continuousAt.continuousWithinAt) ?_
    intro s hs
    rw [interior_Ici] at hs
    have hs1 : √(peakSq a μ) < s := hs
    have hs0 : 0 < s := lt_of_le_of_lt (Real.sqrt_nonneg _) hs1
    have hx : peakSq a μ < s ^ 2 := (Real.sqrt_lt' hs0).1 hs1
    have h2 : 1 - a * s ^ 2 * (1 + μ * s ^ 2) < 0 := by
      rw [key]
      exact mul_neg_of_neg_of_pos (mul_neg_of_pos_of_neg ha (sub_neg.2 hx)) (by positivity)
    rw [(vmt_hasDerivAt hμ s).deriv]
    exact div_neg_of_neg_of_pos (mul_neg_of_pos_of_neg (by positivity) h2) (by positivity)

/-- The VMT factor tends to 1 for large reduced gradients. -/
theorem vmt_tendsto_one (ha : 0 < a) (hμ : 0 < μ) :
    Tendsto (vmt a μ) atTop (𝓝 1) := by
  have hsq : Tendsto (fun s : ℝ => s ^ 2) atTop atTop := tendsto_pow_atTop two_ne_zero
  have hE : Tendsto (fun s : ℝ => Real.exp (-a * s ^ 2)) atTop (𝓝 0) :=
    Real.tendsto_exp_atBot.comp (hsq.const_mul_atTop_of_neg (neg_lt_zero.2 ha))
  have hU : Tendsto (fun s : ℝ => 1 + Real.exp (-a * s ^ 2)) atTop (𝓝 1) := by
    simpa using hE.const_add 1
  -- squeeze between 1 and 1 + exp(-a s²)
  refine tendsto_of_tendsto_of_tendsto_of_le_of_le tendsto_const_nhds hU ?_ ?_
  · intro s
    have : 0 ≤ μ * s ^ 2 * Real.exp (-a * s ^ 2) / (1 + μ * s ^ 2) := by positivity
    show 1 ≤ vmt a μ s
    unfold vmt
    linarith
  · intro s
    have hE0 := Real.exp_pos (-a * s ^ 2)
    have : μ * s ^ 2 * Real.exp (-a * s ^ 2) / (1 + μ * s ^ 2) ≤ Real.exp (-a * s ^ 2) := by
      rw [div_le_iff₀ (by positivity)]
      linarith
    show vmt a μ s ≤ 1 + Real.exp (-a * s ^ 2)
    unfold vmt
    linarith

/-- The VMT factor is 1 at zero gradient and tends to 1 at infinity; on `s ≥ 0` its
maximum is attained only at the positive point `peak`, whose square has the closed form shown. -/
theorem vmt_unique_maximiser (ha : 0 < a) (hμ : 0 < μ) :
    vmt a μ 0 = 1 ∧ Tendsto (vmt a μ) atTop (𝓝 1) ∧ 0 < peak a μ ∧
      peak a μ ^ 2 = (√(1 + 4 * μ / a) - 1) / (2 * μ) ∧
      ∀ s, 0 ≤ s → s ≠ peak a μ → vmt a μ s < vmt a μ (peak a μ) := by
  have hp := (peakSq_spec ha hμ).1
  have hp0 : 0 < peak a μ := Real.sqrt_pos.2 hp
  obtain ⟨hup, hdown⟩ := vmt_rises_then_falls ha hμ
  refine ⟨by simp [vmt], vmt_tendsto_one ha hμ, hp0, Real.sq_sqrt hp.le, ?_⟩
  intro s hs hne
  rcases lt_or_gt_of_ne hne with h | h
  · exact hup ⟨hs, h.le⟩ ⟨hp0.le, le_rfl⟩ h
  · exact hdown (mem_Ici.2 le_rfl) (mem_Ici.2 h.le) h

/-- For small reduced gradients the enhancement beyond 1, divided by `s²`, tends to `μ`. -/
theorem vmt_small_gradient (hμ : 0 < μ) :
    Tendsto (fun s => (vmt a μ s - 1) / s ^ 2) (𝓝[≠] 0) (𝓝 μ) := by
  have hc : ContinuousAt
      (fun s : ℝ => μ * Real.exp (-a * s ^ 2) / (1 + μ * s ^ 2)) 0 :=
    ContinuousAt.div (by fun_prop) (by fun_prop) (by simp)
  have h : Tendsto (fun s : ℝ => μ * Real.exp (-a * s ^ 2) / (1 + μ * s ^ 2))
      (𝓝[≠] 0) (𝓝 μ) := by
    have h0 := hc.tendsto.mono_left (nhdsWithin_le_nhds (s := {0}ᶜ))
    simpa using h0
  refine h.congr' ?_
  filter_upwards [self_mem_nhdsWithin] with s hs
  have hs0 : s ≠ 0 := hs
  have hd : 1 + μ * s ^ 2 ≠ 0 := by positivity
  unfold vmt
  rw [add_sub_cancel_left]
  field_simp

/-- The height of the VMT factor at its peak, in terms of the squared peak position. -/
theorem vmt_peak_value (ha : 0 < a) (hμ : 0 < μ) :
    vmt a μ (peak a μ)
      = 1 + a * μ * peakSq a μ ^ 2 * Real.exp (-a * peakSq a μ) := by
  obtain ⟨hp, heq⟩ := peakSq_spec ha hμ
  have hsq : peak a μ ^ 2 = peakSq a μ := Real.sq_sqrt hp.le
  have hne : 1 + μ * peakSq a μ ≠ 0 := by positivity
  have h : μ * peakSq a μ * Real.exp (-a * peakSq a μ) / (1 + μ * peakSq a μ)
      = a * μ * peakSq a μ ^ 2 * Real.exp (-a * peakSq a μ) := by
    rw [div_eq_iff hne]
    linear_combination (-(μ * peakSq a μ * Real.exp (-a * peakSq a μ))) * heq
  unfold vmt
  rw [hsq, h]

/-- The VMT factor is at most `1 + κ` for every `s ≥ 0` exactly when `a μ p² exp(-a p)` is at most
`κ`, where `p` is `peakSq a μ`. -/
theorem vmt_le_ceiling_iff (ha : 0 < a) (hμ : 0 < μ) (κ : ℝ) :
    (∀ s, 0 ≤ s → vmt a μ s ≤ 1 + κ) ↔
      a * μ * peakSq a μ ^ 2 * Real.exp (-a * peakSq a μ) ≤ κ := by
  have hv := vmt_peak_value ha hμ
  obtain ⟨-, -, hp0, -, hmax⟩ := vmt_unique_maximiser ha hμ
  constructor
  · intro h
    have := h (peak a μ) hp0.le
    linarith
  · intro h s hs
    by_cases hne : s = peak a μ
    · rw [hne]
      linarith
    · have := hmax s hs hne
      linarith

end

end VMTExchange
```

```lean
#print axioms VMTExchange.vmt_unique_maximiser
#print axioms VMTExchange.vmt_small_gradient
#print axioms VMTExchange.vmt_le_ceiling_iff
```

```
'VMTExchange.vmt_unique_maximiser' depends on axioms: [propext, Classical.choice, Quot.sound]
'VMTExchange.vmt_small_gradient' depends on axioms: [propext, Classical.choice, Quot.sound]
'VMTExchange.vmt_le_ceiling_iff' depends on axioms: [propext, Classical.choice, Quot.sound]
```

## A single peak, with the uniform-gas value 1 at both ends

The main theorem, `vmt_unique_maximiser`, takes $a>0$ and $\mu>0$ and gives five facts: $F(0)=1$; $F(s)\to1$ as $s\to+\infty$; $s_0>0$; $s_0^2$ equals the closed formula; and $F(s)<F(s_0)$ for every $s\ge0$ other than $s_0$. The strict inequality makes $s_0$ the only maximiser on the half-line.

In a generalised gradient approximation, $F$ multiplies the local-density exchange energy density, and for a spin-unpolarised density $n$ the reduced gradient is $s=|\nabla n|/[2(3\pi^2)^{1/3}n^{4/3}]$. The value $F=1$ therefore means local-density exchange. The parameter $\mu$ sets the strength of the gradient correction in slowly varying densities, and $a$ sets how fast the enhancement is damped at large gradients.

In Lean, $s$ is any real number, and the physical restriction $s\ge0$ appears as a hypothesis where it is needed. The density does not appear, and neither does the integral that gives an exchange energy. The values of $a$ and $\mu$ are left free, apart from their signs.

## The slope changes sign once

Write $N=\mu s^2e^{-as^2}$ and $D=1+\mu s^2$, so that $F=1+N/D$. Then $N'=2\mu s\,e^{-as^2}(1-as^2)$ and $D'=2\mu s$, and the quotient rule gives

$$F'(s)=\frac{2\mu s\,e^{-as^2}\left[(1-as^2)(1+\mu s^2)-\mu s^2\right]}{(1+\mu s^2)^2}
=\frac{2\mu s\,e^{-as^2}\left[1-as^2(1+\mu s^2)\right]}{(1+\mu s^2)^2}.$$

This is `vmt_hasDerivAt`. Its proof assembles the derivative from the power, exponential, product and quotient rules, and `ring` brings the result to the stated form.

For $s>0$ the slope vanishes when $x=s^2$ solves $ax(1+\mu x)=1$, that is, $a\mu x^2+ax-1=0$. The positive root is

$$x=\frac{-a+\sqrt{a^2+4a\mu}}{2a\mu}=\frac{\sqrt{1+4\mu/a}-1}{2\mu}=p.$$

The lemma `peakSq_spec` checks this root instead of solving for it. With $r=\sqrt{1+4\mu/a}$ we have $r>1$, hence $p=(r-1)/(2\mu)>0$, and

$$ap(1+\mu p)=a\,\frac{r-1}{2\mu}\cdot\frac{r+1}{2}=\frac{a(r^2-1)}{4\mu}=1.$$

The `calc` block follows the same chain.

Replacing the 1 in the bracket by $ap(1+\mu p)$ gives

$$1-ax(1+\mu x)=a(p-x)+a\mu(p^2-x^2)=a(p-x)\left[1+\mu(p+x)\right].$$

For $x=s^2\ge0$ the last factor is positive, so the bracket has the sign of $p-s^2$. Hence $F'>0$ for $0<s<s_0$ and $F'<0$ for $s>s_0$.

In `vmt_rises_then_falls` this factorisation is the local statement `key`, obtained from the stationarity equation by `linear_combination`. The theorem concludes that $F$ strictly increases on $[0,s_0]$ and strictly decreases on $[s_0,\infty)$. The Mathlib criteria it uses ask for the sign of the derivative only in the interior of each interval, so the zeros of $F'$ at $0$ and $s_0$ do no harm. The main theorem then compares $s$ with $s_0$: a smaller $s$ falls under the increasing branch, a larger one under the decreasing branch.

## Large and small gradients

Let $a>0$ and $\mu>0$. Since $0\le\mu s^2/(1+\mu s^2)\le1$,

$$1\le F(s)\le1+e^{-as^2}.$$

The upper bound tends to 1 because $a>0$, and so does $F$. This is the squeeze in `vmt_tendsto_one`.

For $s\ne0$,

$$\frac{F(s)-1}{s^2}=\frac{\mu e^{-as^2}}{1+\mu s^2}\longrightarrow\mu\qquad(s\to0).$$

In `vmt_small_gradient` the filter `𝓝[≠] 0` expresses this limit with $s=0$ excluded. The right-hand side is continuous at 0 with value $\mu$, and `field_simp` identifies the two expressions away from 0. So $\mu$ is the coefficient of $s^2$ in the weak-gradient expansion of $F$. The Lean theorem assumes $\mu>0$, which keeps the denominator nonzero for every $s$, and puts no condition on $a$; the limit itself holds for every real $\mu$.

## The peak height as a test for an upper bound

The stationarity equation gives $1/(1+\mu p)=ap$. Therefore

$$F(s_0)=1+\frac{\mu p\,e^{-ap}}{1+\mu p}=1+a\mu p^2e^{-ap},$$

which is `vmt_peak_value`.

Let $\kappa$ be a real number and consider the ceiling $F(s)\le1+\kappa$ for all $s\ge0$. If it holds, evaluating it at $s_0$ gives $a\mu p^2e^{-ap}\le\kappa$. Conversely, if this inequality holds, then $F(s)\le F(s_0)\le1+\kappa$ for every $s\ge0$. The theorem `vmt_le_ceiling_iff` states this equivalence, and its proof treats $s=s_0$ and $s\ne s_0$ separately.

Physically, $1+\kappa$ can stand for a ceiling imposed on the enhancement factor by a local form of the Lieb–Oxford bound, which limits how negative the exchange energy may become. The theorem takes $\kappa$ as given and does not derive it from that bound. For an implementation of exchange with this two-parameter factor, the criterion replaces a scan over all gradients by one evaluation at the peak; it tests a given pair $(a,\mu)$ and does not solve for $a$.
